# In odd prime characteristic $p$, $(A+B)^p = A^p + B^p$ when $[A,B]$ commutes with $A$ and $B$

The binomial theorem fails for a sum of ladder operators, and counting modulo a prime $p$ does not in general restore the scalar rule $(a+b)^p = a^p + b^p$: for the two-level raising and lowering matrices modulo 3, the cube of the sum is the sum itself, although each matrix cubes to zero. For odd $p$ the rule does return if the commutator commutes with both operators, as it does for the harmonic oscillator.

```lean
import Mathlib

open Polynomial

namespace CentralCommutatorFrobenius

variable {R : Type*} [Ring R]

/-- The commutator `[A, B] = AB - BA`. -/
def comm (A B : R) : R := A * B - B * A

/-- The operator `X A + B`, where the formal coupling parameter `X` commutes with
all operators. -/
noncomputable def family (A B : R) : R[X] := C A * X + C B

/-- If `c = [A, B]` commutes with `A` and `B`, the derivative of `(X A + B)^(n+2)` with respect
to the coupling `X` is `(n+2) (X A + B)^(n+1) A + (n+2 choose 2) c (X A + B)^n`. -/
theorem derivative_family_pow {A B : R} (hA : Commute (comm A B) A)
    (hB : Commute (comm A B) B) (n : ℕ) :
    derivative (family A B ^ (n + 2)) =
      (n + 2) • (family A B ^ (n + 1) * C A) +
        (n + 2).choose 2 • (C (comm A B) * family A B ^ n) := by
  have hD : derivative (family A B) = C A := by simp [family]
  -- moving `A` through the family costs one commutator
  have hAU : C A * family A B = family A B * C A + C (comm A B) := by
    have hX : C A * X * C A = C A * (C A * X) := by rw [mul_assoc, X_mul_C]
    simp only [family, comm, map_sub, map_mul]
    rw [add_mul, mul_add, hX]
    abel
  have hcU : Commute (C (comm A B)) (family A B) :=
    ((hA.map (C : R →+* R[X])).mul_right (commute_X _).symm).add_right
      (hB.map (C : R →+* R[X]))
  generalize family A B = u at hD hAU hcU ⊢
  induction n with
  | zero =>
    simp only [zero_add, pow_one, pow_zero, mul_one, Nat.choose_self, one_smul, pow_two,
      derivative_mul, hD, hAU]
    abel
  | succ n ih =>
    have h1 : u ^ (n + 1) * C A * u = u ^ (n + 2) * C A + C (comm A B) * u ^ (n + 1) := by
      have hp : u ^ (n + 2) = u ^ (n + 1) * u := pow_succ u (n + 1)
      rw [hp, mul_assoc, hAU, mul_add, ← mul_assoc, (hcU.pow_right (n + 1)).eq]
    have hch : (n + 1 + 2).choose 2 = (n + 2) + (n + 2).choose 2 :=
      (Nat.choose_succ_succ' (n + 2) 1).trans (by rw [Nat.choose_one_right])
    calc derivative (u ^ (n + 1 + 2)) = derivative (u ^ (n + 2) * u) :=
          congrArg _ (pow_succ u (n + 2))
      _ = ((n + 2) • (u ^ (n + 1) * C A) +
            (n + 2).choose 2 • (C (comm A B) * u ^ n)) * u + u ^ (n + 2) * C A := by
          rw [derivative_mul, ih, hD]
      _ = (n + 2) • (u ^ (n + 2) * C A + C (comm A B) * u ^ (n + 1)) +
            (n + 2).choose 2 • (C (comm A B) * u ^ (n + 1)) + u ^ (n + 2) * C A := by
          rw [add_mul, smul_mul_assoc, smul_mul_assoc, h1, mul_assoc (C (comm A B)),
            ← pow_succ]
      _ = (n + 1 + 2) • (u ^ (n + 2) * C A) +
            (n + 1 + 2).choose 2 • (C (comm A B) * u ^ (n + 1)) := by
          rw [hch]
          module

/-- In odd prime characteristic `p`, if `[A, B]` commutes with `A` and `B`, then `(X A + B)^p`
has zero derivative with respect to the coupling `X`. -/
theorem derivative_family_pow_char (p : ℕ) [hp : Fact p.Prime] [CharP R p] (h2 : p ≠ 2)
    {A B : R} (hA : Commute (comm A B) A) (hB : Commute (comm A B) B) :
    derivative (family A B ^ p) = 0 := by
  have hle := hp.out.two_le
  obtain ⟨n, hn⟩ : ∃ n, p = n + 2 := ⟨p - 2, by omega⟩
  have hz : ∀ f : R[X], p • f = 0 := by
    intro f
    rw [nsmul_eq_mul, ← map_natCast (C : R →+* R[X]) p, CharP.cast_eq_zero, map_zero, zero_mul]
  have h := derivative_family_pow hA hB n
  rw [← hn] at h
  -- for odd `p` the binomial coefficient `p choose 2` is a multiple of `p`
  obtain ⟨m, hm⟩ := hp.out.dvd_choose_self (k := 2) (by norm_num) (by omega)
  rw [h, hm, mul_smul, hz, hz, add_zero]

/-- In odd prime characteristic `p`, if `[A, B]` commutes with `A` and `B`, then
`(X A + B)^p = X^p A^p + B^p` as polynomials in the coupling `X`. -/
theorem family_pow_char (p : ℕ) [hp : Fact p.Prime] [CharP R p] (h2 : p ≠ 2)
    {A B : R} (hA : Commute (comm A B) A) (hB : Commute (comm A B) B) :
    family A B ^ p = C (A ^ p) * X ^ p + C (B ^ p) := by
  have hpos := hp.out.pos
  have hdeg : (family A B).natDegree ≤ 1 := natDegree_linear_le
  have hc0 : (family A B).coeff 0 = B := by simp [family]
  have hc1 : (family A B).coeff 1 = A := by simp [family, coeff_C]
  ext i
  rw [coeff_add, coeff_C_mul, coeff_X_pow, coeff_C]
  rcases Nat.eq_zero_or_pos i with rfl | hi
  · have h0 : (family A B ^ p).coeff 0 = (family A B).coeff 0 ^ p :=
      map_pow (constantCoeff : R[X] →+* R) (family A B) p
    rw [h0, hc0, if_neg (by omega), if_pos rfl, mul_zero, zero_add]
  rw [if_neg (by omega : ¬ i = 0), add_zero]
  rcases lt_trichotomy i p with hlt | rfl | hgt
  · -- an intermediate coefficient is annihilated by the coprime numbers `i` and `p`
    rw [if_neg (by omega), mul_zero]
    obtain ⟨j, rfl⟩ : ∃ j, i = j + 1 := ⟨i - 1, by omega⟩
    have hd := coeff_derivative (family A B ^ p) j
    rw [derivative_family_pow_char p h2 hA hB, coeff_zero] at hd
    generalize (family A B ^ p).coeff (j + 1) = x at hd ⊢
    have hj : (j + 1) • x = 0 := by
      rw [nsmul_eq_mul, (Nat.cast_commute (j + 1) x).eq, Nat.cast_add, Nat.cast_one]
      exact hd.symm
    have hpx : p • x = 0 := by rw [nsmul_eq_mul, CharP.cast_eq_zero, zero_mul]
    have hcop : Nat.Coprime p (j + 1) := (Nat.Prime.coprime_iff_not_dvd hp.out).2
      (fun h => absurd (Nat.le_of_dvd (Nat.succ_pos j) h) (by omega))
    have h1 : addOrderOf x = 1 := Nat.eq_one_of_dvd_coprimes hcop
      (addOrderOf_dvd_of_nsmul_eq_zero hpx) (addOrderOf_dvd_of_nsmul_eq_zero hj)
    have hx := addOrderOf_nsmul_eq_zero x
    rwa [h1, one_smul] at hx
  · have h := coeff_pow_of_natDegree_le (m := i) hdeg
    rw [mul_one, hc1] at h
    rw [h, if_pos rfl, mul_one]
  · rw [if_neg (by omega), mul_zero]
    apply coeff_eq_zero_of_natDegree_lt
    have ha : (family A B ^ p).natDegree ≤ p * (family A B).natDegree := natDegree_pow_le
    have hb := Nat.mul_le_mul_left p hdeg
    omega

/-- In a ring of odd prime characteristic `p`, if the commutator `[A, B]` commutes with `A` and
`B`, then `(A + B)^p = A^p + B^p`. -/
theorem add_pow_char_of_central_comm (p : ℕ) [Fact p.Prime] [CharP R p] (h2 : p ≠ 2)
    {A B : R} (hA : Commute (comm A B) A) (hB : Commute (comm A B) B) :
    (A + B) ^ p = A ^ p + B ^ p := by
  -- set the coupling equal to one
  let ev : R[X] →+* R := eval₂RingHom' (RingHom.id R) 1 (fun _ => Commute.one_right _)
  have hC : ∀ r : R, ev (C r) = r := fun r => eval₂_C (RingHom.id R) 1
  have hX : ev X = 1 := eval₂_X (RingHom.id R) 1
  have h := congrArg ev (family_pow_char p h2 hA hB)
  simpa only [family, map_pow, map_add, map_mul, hC, hX, one_pow, mul_one] using h

/-- In a ring of characteristic two, the square of a sum retains the commutator:
`(A + B)^2 = A^2 + B^2 + [A, B]`. -/
theorem add_sq_char_two [CharP R 2] (A B : R) :
    (A + B) ^ 2 = A ^ 2 + B ^ 2 + comm A B := by
  have two_zero : (2 : R) = 0 := by exact_mod_cast CharP.cast_eq_zero R 2
  have h : B * A + B * A = 0 := by rw [← two_mul, two_zero, zero_mul]
  calc (A + B) ^ 2 = A ^ 2 + B ^ 2 + comm A B + (B * A + B * A) := by
        unfold comm
        noncomm_ring
    _ = A ^ 2 + B ^ 2 + comm A B := by rw [h, add_zero]

/-- Differentiation `d/dx` on polynomials modulo `x^3 - 1` over the field with three elements,
in the basis `1, x, x^2`. -/
def lowering : Matrix (Fin 3) (Fin 3) (ZMod 3) := !![0, 1, 0; 0, 0, 2; 0, 0, 0]

/-- Multiplication by `x` on polynomials modulo `x^3 - 1` over the field with three elements,
in the basis `1, x, x^2`. -/
def raising : Matrix (Fin 3) (Fin 3) (ZMod 3) := !![0, 0, 1; 1, 0, 0; 0, 1, 0]

/-- Over the field with three elements, the matrices of `d/dx` and `x` have commutator one,
which commutes with both of them. -/
theorem central_comm_witness :
    comm lowering raising = 1 ∧ Commute (comm lowering raising) lowering ∧
      Commute (comm lowering raising) raising := by
  have h : comm lowering raising = 1 := by decide +kernel
  rw [h]
  exact ⟨rfl, Commute.one_left _, Commute.one_left _⟩

/-- For the two-level raising and lowering matrices over the field with three elements, the
commutator does not commute with the first matrix, and the cube of the sum differs from the
sum of the cubes. -/
theorem noncentral_counterexample :
    let A : Matrix (Fin 2) (Fin 2) (ZMod 3) := !![0, 1; 0, 0]
    let B : Matrix (Fin 2) (Fin 2) (ZMod 3) := !![0, 0; 1, 0]
    comm A B * A ≠ A * comm A B ∧ (A + B) ^ 3 ≠ A ^ 3 + B ^ 3 := by
  decide +kernel

end CentralCommutatorFrobenius
```

```lean
#print axioms CentralCommutatorFrobenius.add_pow_char_of_central_comm
-- 'CentralCommutatorFrobenius.add_pow_char_of_central_comm' depends on axioms: [propext, Classical.choice, Quot.sound]
#print axioms CentralCommutatorFrobenius.add_sq_char_two
-- 'CentralCommutatorFrobenius.add_sq_char_two' depends on axioms: [propext]
#print axioms CentralCommutatorFrobenius.noncentral_counterexample
-- 'CentralCommutatorFrobenius.noncentral_counterexample' depends on axioms: [propext, Classical.choice, Quot.sound]
```

## Operators, commutator and coupling

The physical question is one of ordering. A power such as $(a+a^\dagger)^n$, which occurs when a polynomial anharmonic potential is written in ladder operators, produces products in every order. Sorting them creates extra terms through $[a,a^\dagger]=1$. The theorem says what is left of all these terms when multiples of an odd prime $p$ are discarded and the exponent is $p$.

In the file, $A$ and $B$ are elements of a ring `R`, which is associative, has a unit and need not be commutative. The hypothesis `CharP R p` says that an integer is zero in `R` exactly when it is a multiple of $p$. The commutator is `comm A B`, written $c = AB - BA$ below. The two hypotheses `Commute (comm A B) A` and `Commute (comm A B) B` say that $cA = Ac$ and $cB = Bc$; $c$ need not commute with every element of the ring. This is the property that $[a,a^\dagger]=1$ and $[q,p_q]=i\hbar$ have, $q$ and $p_q$ being position and momentum.

The main theorem, `add_pow_char_of_central_comm`, states that under these hypotheses, with $p$ prime and $p \neq 2$,

$$(A+B)^p = A^p + B^p .$$

It follows from a stronger statement about a one-parameter family. Let $X$ be a formal coupling that commutes with all operators, and set $U = XA + B$. This is `family A B`, a polynomial in `R[X]`. The letter `C` in the code is not the commutator: `C A` is the operator $A$ regarded as a polynomial of degree zero. One may think of $B$ as an unperturbed operator and of $XA$ as a perturbation, so that the coefficient of $X^i$ is the contribution of order $i$. The theorem `family_pow_char` says that

$$(XA+B)^p = X^p A^p + B^p ,$$

so every order strictly between $0$ and $p$ vanishes.

In characteristic two the result is different. There `add_sq_char_two` gives $(A+B)^2 = A^2 + B^2 + c$ for any $A$ and $B$, with no condition on $c$.

The linear operators on a nonzero complex vector space, such as a common domain that $a$ and $a^\dagger$ map into itself, form a ring of characteristic zero, so the main theorem does not apply to them directly. The step from one setting to the other is to write an operator identity with integer coefficients and then reduce those coefficients modulo $p$.

## Differentiating with respect to the coupling

The derivative of $U$ with respect to $X$ is $A$, which need not commute with $U$. Since $AU = XA^2 + AB$ and $UA = XA^2 + BA$,

$$AU = UA + c .$$

The commutator $c$ commutes with $A$, $B$ and $X$, hence with $U$. For every $n \ge 0$ this gives

$$\frac{d}{dX}U^{n+2} = (n+2)\,U^{n+1}A + \binom{n+2}{2}\, c\,U^{n} .$$

For $n=0$ the product rule yields $AU + UA = 2UA + c$, as claimed. Suppose that the formula holds for $n$. Then

$$\frac{d}{dX}U^{n+3} = \left(\frac{d}{dX}U^{n+2}\right)U + U^{n+2}A .$$

In the first term $A$ has to be moved past the last $U$, which gives $U^{n+1}AU = U^{n+2}A + c\,U^{n+1}$. Collecting terms,

$$\frac{d}{dX}U^{n+3} = (n+3)\,U^{n+2}A + \left[(n+2) + \binom{n+2}{2}\right] c\,U^{n+1},$$

and the bracket is $\binom{n+3}{2}$ by Pascal's rule.

This is `derivative_family_pow`. In its proof, `hAU` is the relation $AU = UA + c$ and `hcU` says that $c$ commutes with $U$. The family is then replaced by a letter `u`, because the induction uses only these two facts and the derivative `hD`. The `calc` block follows the lines above: `h1` moves $A$ past $U$, `hch` is Pascal's rule, and `module` collects the integer multiples.

The lemma makes no assumption on the characteristic, so it also holds in the algebra of a single harmonic oscillator over the complex numbers, where $c=1$.

## Why the intermediate orders vanish

Now let $n+2 = p$ be an odd prime. The first coefficient in the derivative is $p$. The second is $\binom{p}{2} = p\,\frac{p-1}{2}$, a multiple of $p$ because $p-1$ is even. Both are zero in characteristic $p$, so

$$\frac{d}{dX}U^p = 0 .$$

This is `derivative_family_pow_char`, where `hz` records that $p$ times any polynomial is zero. For $p=2$ the second coefficient is $\binom{2}{2}=1$, and the derivative is $c$. That is the term which survives in the characteristic-two formula.

A vanishing derivative does not make a polynomial constant in characteristic $p$, since $X^p$ also has derivative zero. Write $U^p = \sum_i K_i X^i$ with operator coefficients $K_i$. The derivative being zero means that $iK_i = 0$ for every $i \ge 1$, and $pK_i = 0$ holds in any case. If $0<i<p$, then $i$ and $p$ are coprime, so there are integers $r$ and $s$ with $ri + sp = 1$. Therefore

$$K_i = r\,(iK_i) + s\,(pK_i) = 0 .$$

Two coefficients remain. Setting $X=0$ gives $K_0 = B^p$. The top coefficient takes $XA$ from every factor, so $K_p = A^p$. No power above $X^p$ can occur.

The proof of `family_pow_char` compares coefficients in the same way, treating $i=0$, $0<i<p$, $i=p$ and $i>p$ in turn. For an intermediate order it writes $i = j+1$ and uses the additive order of the coefficient in place of $r$ and $s$: this order divides both $p$ and $j+1$, so it is 1 and the coefficient is zero.

Setting $X=1$ gives the main theorem. In Lean this is the map `ev`, which substitutes 1 for the coupling. Substitution respects products of operator-valued polynomials only if the inserted value commutes with the coefficients, and `Commute.one_right` supplies that for the value 1.

The characteristic-two formula needs only the expansion

$$(A+B)^2 = A^2 + B^2 + AB + BA = A^2 + B^2 + c + 2BA ,$$

whose last term is zero.

## Ladder matrices modulo 3

The matrices `lowering` and `raising` represent $D = d/dx$ and multiplication by $x$ on polynomials modulo $x^3-1$, in the basis $1, x, x^2$ and with coefficients modulo 3. Differentiation is well defined there because the derivative of $x^3-1$ is $3x^2 = 0$. The basis is unnormalised, so the entries of `lowering` are 1 and 2 and not the textbook square roots. The matrix `raising` is cyclic: it sends the top state $x^2$ back to $1$.

The theorem `central_comm_witness` confirms that $Dx - xD = 1$, so the hypotheses of the main theorem are met by noncommuting matrices. Complex matrices of finite, nonzero size cannot satisfy this relation, since the trace of a commutator is zero and the trace of the identity is not. Modulo 3 the trace of the $3\times 3$ identity is $3 = 0$, and the obstruction disappears. Here $D^3 = 0$ and $x^3 = 1$, so the cubic rule gives $(D+x)^3 = 1$.

The theorem `noncentral_counterexample` takes the two-level matrices of the opening sentence. Their commutator is the diagonal matrix with entries $1$ and $-1$. It does not commute with $A$, and the cubic rule fails. The commutator does not commute with $B$ either, so the example shows that the two commutation hypotheses cannot both be omitted; it does not decide whether one of them would suffice. Both matrix statements are finite computations, which `decide +kernel` carries out.

## Normal ordering an anharmonic term

A cubic perturbation of an oscillator contains $(a+a^\dagger)^3$. Moving every $a^\dagger$ to the left with $aa^\dagger = a^\dagger a + 1$ gives

$$(a+a^\dagger)^3 = a^{\dagger 3} + 3a^{\dagger 2}a + 3a^\dagger a^2 + a^3 + 3(a^\dagger + a) .$$

The derivative formula directly produces the sum of those products in the expansion that contain $a$ exactly once, $aa^{\dagger 2} + a^\dagger a a^\dagger + a^{\dagger 2}a$, in normal order. With $A = a$, $B = a^\dagger$, $n=1$ and $X=0$ it reads $3a^{\dagger 2}a + 3a^\dagger$: the first term comes from the binomial theorem, and the second is the cost of reordering.

Modulo 3 only $a^{\dagger 3} + a^3$ is left, in agreement with the main theorem. For the fifth power, the terms produced by reordering are

$$10\,(a^{\dagger 3} + 3a^{\dagger 2}a + 3a^\dagger a^2 + a^3) + 15\,(a^\dagger + a) ,$$

and these vanish modulo 5 together with the mixed binomial terms. Applied to $a$ and $a^\dagger$, then, the main theorem constrains the integer coefficients of the normally ordered $p$-th power of $a+a^\dagger$ modulo $p$, for each odd prime $p$; it does not give their values.
